# In the angular overlap model, five equal sigma ligands of nonzero strength always split the d shell

Two sigma ligands on one metal ion each shift the d orbital that points at them. If the bonds make an angle $\theta$, these two orbitals have overlap $(3\cos^2\theta-1)/2$, which vanishes only for $\cos^2\theta=1/3$, at about 54.7° or 125.3°.

Suppose that five equal ligands left all five d orbitals at one energy. The five orbitals pointing at the ligands would then have to be mutually orthogonal, so every pair of bonds would meet at one of these two angles. Three bonds can do that, for instance with all three cosines equal to $1/\sqrt3$; four cannot. Five equal ligands therefore split the shell in every geometry, symmetric or not, provided that the ligand field is a sum of independent sigma contributions.

```lean
import Mathlib

open Matrix

namespace FiveCoordinateField

noncomputable section
```

## The d orbitals and the ligand field

For a direction $n=(n_0,n_1,n_2)$, let $f(n)$ list the values of the real functions $xy,\ yz,\ xz,\ x^2-y^2,\ z^2$, scaled so that $f(n)$ has length one when $n$ does. These are the angular factors of the angular overlap model, and `dAmp` is $f$.

```lean
/-- The real d functions xy, yz, xz, x²-y², z² at the point `n`, scaled so that the
list has length one when `n` is a unit vector. -/
def dAmp (n : Fin 3 → ℝ) : Fin 5 → ℝ :=
  ![√3 * n 0 * n 1, √3 * n 1 * n 2, √3 * n 0 * n 2,
    √3 / 2 * (n 0 ^ 2 - n 1 ^ 2), n 2 ^ 2 - (n 0 ^ 2 + n 1 ^ 2) / 2]
```

A ligand $a$ in direction $n_a$ contributes a strength $e_a$, usually written $e_\sigma$. It is the energy shift, caused by sigma overlap, of the d orbital that points at the ligand, and it enters as a given real number. The d-shell matrix is
$$A_{ij}=\sum_a e_a\,f_i(n_a)\,f_j(n_a).$$
The step from $A$ to a real complex is the assumption that sigma shifts alone, added ligand by ligand, fix the d levels; pi bonding, s–d mixing and electron repulsion are absent.

```lean
/-- The d-shell matrix of `k` sigma ligands with strengths `e a` in the directions `n a`. -/
def sigmaField {k : ℕ} (e : Fin k → ℝ) (n : Fin k → Fin 3 → ℝ) :
    Matrix (Fin 5) (Fin 5) ℝ :=
  Matrix.of fun i j => ∑ a, e a * dAmp (n a) i * dAmp (n a) j
```

The geometry of the bonds enters through the triple product $D(u,v,w)=u\cdot(v\times w)$.

```lean
/-- The scalar triple product of three vectors. -/
def triple (u v w : Fin 3 → ℝ) : ℝ := u ⬝ᵥ crossProduct v w
```

## Overlaps depend only on the angle

Multiplying out the two lists gives
$$f(m)\cdot f(n)=\sum_i m_i^2n_i^2+3\sum_{i<j}m_im_jn_in_j-\tfrac12\sum_{i\ne j}m_i^2n_j^2=\tfrac12\left[3(m\cdot n)^2-m^2n^2\right].$$
In Lean, `linear_combination` does this expansion, with $(\sqrt3)^2=3$ as its only input.

```lean
/-- Addition theorem for the d functions: the overlap of two lists depends only on the
lengths of the two vectors and their scalar product. -/
theorem dAmp_dot (m n : Fin 3 → ℝ) :
    dAmp m ⬝ᵥ dAmp n = (3 * (m ⬝ᵥ n) ^ 2 - (m ⬝ᵥ m) * (n ⬝ᵥ n)) / 2 := by
  have h3 : √3 ^ 2 = (3 : ℝ) := Real.sq_sqrt (by norm_num)
  simp only [dotProduct, Fin.sum_univ_five, Fin.sum_univ_three, dAmp, Matrix.cons_val]
  linear_combination (m 0 * m 1 * n 0 * n 1 + m 1 * m 2 * n 1 * n 2 + m 0 * m 2 * n 0 * n 2
    + (m 0 ^ 2 - m 1 ^ 2) * (n 0 ^ 2 - n 1 ^ 2) / 4) * h3
```

## Four bonds cannot all meet at the required angles

The product of two triple products is the determinant of the nine mutual scalar products, because $\det M\,\det N=\det(MN^T)$ for matrices whose rows are the vectors. Lean verifies it in components.

```lean
/-- The product of two triple products is the determinant of the mutual scalar products. -/
theorem triple_mul (u v w x y z : Fin 3 → ℝ) :
    triple u v w * triple x y z =
      (u ⬝ᵥ x) * ((v ⬝ᵥ y) * (w ⬝ᵥ z) - (v ⬝ᵥ z) * (w ⬝ᵥ y))
      - (u ⬝ᵥ y) * ((v ⬝ᵥ x) * (w ⬝ᵥ z) - (v ⬝ᵥ z) * (w ⬝ᵥ x))
      + (u ⬝ᵥ z) * ((v ⬝ᵥ x) * (w ⬝ᵥ y) - (v ⬝ᵥ y) * (w ⬝ᵥ x)) := by
  simp only [triple, cross_apply, dotProduct, Fin.sum_univ_three, Matrix.cons_val]
  ring
```

Take four unit vectors $n_0,\dots,n_3$ with mutually orthogonal lists $f(n_a)$; the index now labels the vector, not a component. Write $g_{ab}=n_a\cdot n_b$ and $D_{abc}=D(n_a,n_b,n_c)$. The overlap formula gives $g_{ab}^2=1/3$ for $a\neq b$ (`sq`). For three of the vectors, the determinant becomes (`vol`)
$$D_{abc}^2=1-g_{ab}^2-g_{ac}^2-g_{bc}^2+2g_{ab}g_{ac}g_{bc}=2g_{ab}g_{ac}g_{bc}.$$
So each product $g_{ab}g_{ac}g_{bc}$ is non-negative. Its square is $1/27$, and all four such products therefore equal the same $t$ with $t^2=1/27$.

Next, compare two triples that share $n_0$ and $n_1$:
$$D_{012}D_{013}=g_{23}-g_{13}g_{12}-g_{01}(g_{01}g_{23}-g_{13}g_{02})+g_{03}(g_{01}g_{12}-g_{02}).$$
Multiply by $g_{23}$. Two of the resulting terms are products of four different cosines. Since
$$(g_{01}g_{02}g_{12})(g_{12}g_{13}g_{23})=t^2\quad\text{and}\quad g_{12}^2=\tfrac13,$$
the first is $g_{01}g_{02}g_{13}g_{23}=3t^2=1/9$, and likewise $g_{01}g_{03}g_{12}g_{23}=1/9$. Hence
$$D_{012}D_{013}\,g_{23}=\tfrac13-t-\tfrac19+\tfrac19+\tfrac19-t=\tfrac49-2t.$$
The square of the left side is $(2t)(2t)/3=4/81$. Expanding $(4/9-2t)^2=4/81$ with $t^2=1/27$ gives $t=1/6$, so $t^2=1/36$, a contradiction.

The auxiliary statement `key` contains this algebra. Its letters `a` to `f` are the cosines $g_{01},g_{02},g_{03},g_{12},g_{13},g_{23}$, not ligand labels or strengths.

```lean
/-- Among any four unit vectors in space, two have d-function lists that are not orthogonal. -/
theorem no_four_orthogonal_axes (n : Fin 4 → Fin 3 → ℝ) (hn : ∀ a, n a ⬝ᵥ n a = 1) :
    ¬ ∀ a b, a ≠ b → dAmp (n a) ⬝ᵥ dAmp (n b) = 0 := by
  intro h
  -- orthogonality fixes every squared cosine to 1/3
  have sq : ∀ a b, a ≠ b → (n a ⬝ᵥ n b) ^ 2 = 1 / 3 := by
    intro a b hab
    have h1 := h a b hab
    rw [dAmp_dot, hn, hn] at h1
    linarith
  have vol : ∀ a b c, a ≠ b → a ≠ c → b ≠ c → triple (n a) (n b) (n c) ^ 2 =
      2 * ((n a ⬝ᵥ n b) * (n a ⬝ᵥ n c) * (n b ⬝ᵥ n c)) := by
    intro a b c hab hac hbc
    have h1 := triple_mul (n a) (n b) (n c) (n a) (n b) (n c)
    rw [hn, hn, hn, dotProduct_comm (n b) (n a), dotProduct_comm (n c) (n a),
      dotProduct_comm (n c) (n b)] at h1
    linear_combination h1 - sq a b hab - sq a c hac - sq b c hbc
  -- six cosines of this kind are incompatible with three dimensions
  have key : ∀ a b c d e f D₁ D₂ D₃ D₄ : ℝ, a ^ 2 = 1 / 3 → b ^ 2 = 1 / 3 → c ^ 2 = 1 / 3 →
      d ^ 2 = 1 / 3 → e ^ 2 = 1 / 3 → f ^ 2 = 1 / 3 → D₁ ^ 2 = 2 * (a * b * d) →
      D₂ ^ 2 = 2 * (a * c * e) → D₃ ^ 2 = 2 * (b * c * f) → D₄ ^ 2 = 2 * (d * e * f) →
      D₁ * D₂ = f - e * d - a * (a * f - e * b) + c * (a * d - b) → False := by
    intro a b c d e f D₁ D₂ D₃ D₄ ha hb hc hd he hf hD₁ hD₂ hD₃ hD₄ hM
    obtain ⟨t, ht, pos⟩ : ∃ t : ℝ, t ^ 2 = 1 / 27 ∧ ∀ x y z D : ℝ, x ^ 2 = 1 / 3 →
        y ^ 2 = 1 / 3 → z ^ 2 = 1 / 3 → D ^ 2 = 2 * (x * y * z) → x * y * z = t := by
      refine ⟨√(1 / 27), Real.sq_sqrt (by norm_num), ?_⟩
      intro x y z D hx hy hz hD
      have h1 : (x * y * z) ^ 2 = 1 / 27 := by
        rw [mul_pow, mul_pow, hx, hy, hz]; norm_num
      have h2 : 0 ≤ x * y * z := by linarith [sq_nonneg D]
      rw [← h1, Real.sqrt_sq h2]
    have h1 := pos a b d D₁ ha hb hd hD₁
    have h2 := pos a c e D₂ ha hc he hD₂
    have h3 := pos b c f D₃ hb hc hf hD₃
    have h4 := pos d e f D₄ hd he hf hD₄
    have hp : a * b * e * f = 1 / 9 := by
      linear_combination (-3 * (a * b * e * f)) * hd + 3 * (d * e * f) * h1 + 3 * t * h4 + 3 * ht
    have hq : a * c * d * f = 1 / 9 := by
      linear_combination (-3 * (a * c * d * f)) * he + 3 * (d * e * f) * h2 + 3 * t * h4 + 3 * ht
    have hMf : D₁ * D₂ * f = 4 / 9 - 2 * t := by
      linear_combination f * hM + (1 - a ^ 2) * hf - (1 / 3) * ha - h4 + hp + hq - h3
    have hsq : (D₁ * D₂ * f) ^ 2 = 4 / 81 := by
      rw [mul_pow, mul_pow, hD₁, hD₂, h1, h2, hf]
      linear_combination (4 / 3) * ht
    rw [hMf] at hsq
    have h6 : t = 1 / 6 := by linear_combination (-9 / 16) * hsq + (9 / 4) * ht
    rw [h6] at ht
    norm_num at ht
  have hM := triple_mul (n 0) (n 1) (n 2) (n 0) (n 1) (n 3)
  rw [hn, hn, dotProduct_comm (n 1) (n 0), dotProduct_comm (n 2) (n 0),
    dotProduct_comm (n 2) (n 1)] at hM
  exact key _ _ _ _ _ _ _ _ _ _ (sq 0 1 (by decide)) (sq 0 2 (by decide))
    (sq 0 3 (by decide)) (sq 1 2 (by decide)) (sq 1 3 (by decide)) (sq 2 3 (by decide))
    (vol 0 1 2 (by decide) (by decide) (by decide))
    (vol 0 1 3 (by decide) (by decide) (by decide))
    (vol 0 2 3 (by decide) (by decide) (by decide))
    (vol 1 2 3 (by decide) (by decide) (by decide)) (by linear_combination hM)
```

## A field without splitting would force orthogonality

For unit directions $f(n_a)\cdot f(n_a)=(3-1)/2=1$, so exchanging the two sums gives
$$\operatorname{tr}A=\sum_a e_a\,f(n_a)\cdot f(n_a)=\sum_a e_a.$$

```lean
/-- For ligands in unit directions, the trace of the d-shell matrix is the sum of the
ligand strengths. -/
theorem trace_sigmaField {k : ℕ} (e : Fin k → ℝ) (n : Fin k → Fin 3 → ℝ)
    (hn : ∀ a, n a ⬝ᵥ n a = 1) : (sigmaField e n).trace = ∑ a, e a := by
  simp only [Matrix.trace, Matrix.diag_apply, sigmaField, Matrix.of_apply]
  rw [Finset.sum_comm]
  refine Finset.sum_congr rfl fun a _ => ?_
  have h : ∑ i, e a * dAmp (n a) i * dAmp (n a) i = e a * (dAmp (n a) ⬝ᵥ dAmp (n a)) := by
    simp only [dotProduct, Finset.mul_sum, mul_assoc]
  rw [h, dAmp_dot, hn]
  ring
```

Now let five ligands have $\sum_a e_a\ne0$, and suppose $A=c\,\mathbb 1$. The trace gives $5c=\sum_a e_a$, so $c\neq0$. Define the square matrices $F_{ia}=f_i(n_a)$ and $G_{ai}=c^{-1}e_af_i(n_a)$. The assumption says $FG=\mathbb 1$. For square matrices this implies $GF=\mathbb 1$, that is,
$$c^{-1}e_a\,f(n_a)\cdot f(n_b)=\delta_{ab}.$$
The diagonal entries show $e_a\ne0$, and the others then make the lists orthogonal. The first four directions contradict `no_four_orthogonal_axes`.

The theorem allows unequal strengths of either sign. Requiring only that some strength be nonzero would not suffice: as a purely mathematical example, strengths $1$ and $-1$ in opposite directions, with the other three zero, give $A=0$, because $f(-n)=f(n)$.

```lean
/-- Five sigma ligands in unit directions, with strengths whose sum is not zero, never give
a d-shell matrix that is a multiple of the identity. -/
theorem five_ligands_not_isotropic (e : Fin 5 → ℝ) (n : Fin 5 → Fin 3 → ℝ)
    (hn : ∀ a, n a ⬝ᵥ n a = 1) (he : ∑ a, e a ≠ 0) (c : ℝ) :
    sigmaField e n ≠ c • (1 : Matrix (Fin 5) (Fin 5) ℝ) := by
  intro h
  have hc : c ≠ 0 := by
    rintro rfl
    apply he
    rw [← trace_sigmaField e n hn, h, zero_smul, Matrix.trace_zero]
  let F : Matrix (Fin 5) (Fin 5) ℝ := Matrix.of fun i a => dAmp (n a) i
  let G : Matrix (Fin 5) (Fin 5) ℝ := Matrix.of fun a i => c⁻¹ * (e a * dAmp (n a) i)
  have FG : F * G = 1 := by
    ext i j
    have h1 : (F * G) i j = c⁻¹ * sigmaField e n i j := by
      simp only [Matrix.mul_apply, F, G, sigmaField, Matrix.of_apply, Finset.mul_sum]
      exact Finset.sum_congr rfl fun a _ => by ring
    rw [h1, h, Matrix.smul_apply, smul_eq_mul, ← mul_assoc, inv_mul_cancel₀ hc, one_mul]
  -- reversing the product turns completeness into orthogonality
  have GF : G * F = 1 := mul_eq_one_comm.1 FG
  have ov : ∀ a b, c⁻¹ * e a * (dAmp (n a) ⬝ᵥ dAmp (n b)) =
      (1 : Matrix (Fin 5) (Fin 5) ℝ) a b := by
    intro a b
    rw [← GF]
    simp only [Matrix.mul_apply, F, G, dotProduct, Matrix.of_apply, Finset.mul_sum]
    exact Finset.sum_congr rfl fun i _ => by ring
  have off : ∀ a b, a ≠ b → dAmp (n a) ⬝ᵥ dAmp (n b) = 0 := by
    intro a b hab
    have h1 := ov a a
    have h2 := ov a b
    rw [Matrix.one_apply_eq] at h1
    rw [Matrix.one_apply_ne hab] at h2
    refine (mul_eq_zero.1 h2).resolve_left fun h0 => ?_
    rw [h0, zero_mul] at h1
    exact zero_ne_one h1
  exact no_four_orthogonal_axes (fun a => n a.castSucc) (fun a => hn _)
    fun a b hab => off _ _ fun h' => hab (Fin.castSucc_injective _ h')
```

## Two different energies

Let all five strengths equal $\varepsilon\neq0$, so that their sum is $5\varepsilon\ne0$. The matrix $A$ is real and symmetric and has an orthonormal eigenbasis. If all its eigenvalues were one number $E$, then $A$ and $E\,\mathbb 1$ would agree on that basis and be equal, which was just excluded.

Lean follows the same route: `hall` collects the equal eigenvalues, `hL` compares the two linear maps on the eigenbasis, and applying them to unit vectors recovers the matrix entries. The conclusion is a pair of nonzero eigenvectors with $E_1\ne E_2$. For a five-coordinate complex with equal ligands of nonzero strength in this one-electron, sigma-only model, no choice of bond angles makes the d levels fully degenerate; the size of the splitting is left open.

```lean
/-- Five sigma ligands of equal nonzero strength in unit directions always split the d shell:
the d-shell matrix has eigenvectors with two different energies. -/
theorem five_equal_ligands_split (ε : ℝ) (hε : ε ≠ 0) (n : Fin 5 → Fin 3 → ℝ)
    (hn : ∀ a, n a ⬝ᵥ n a = 1) :
    ∃ (E₁ E₂ : ℝ) (v₁ v₂ : Fin 5 → ℝ), v₁ ≠ 0 ∧ v₂ ≠ 0 ∧ E₁ ≠ E₂ ∧
      sigmaField (fun _ => ε) n *ᵥ v₁ = E₁ • v₁ ∧
      sigmaField (fun _ => ε) n *ᵥ v₂ = E₂ • v₂ := by
  have hA : (sigmaField (fun _ => ε) n).IsHermitian := Matrix.IsHermitian.ext fun i j => by
    simp only [sigmaField, Matrix.of_apply, star_trivial]
    exact Finset.sum_congr rfl fun a _ => by ring
  by_contra hno
  have ne : ∀ j, (hA.eigenvectorBasis j).ofLp ≠ 0 := fun j h =>
    hA.eigenvectorBasis.orthonormal.ne_zero j (WithLp.ofLp_injective 2 h)
  have hall : ∀ j, hA.eigenvalues j = hA.eigenvalues 0 := by
    intro j
    by_contra hj
    exact hno ⟨_, _, _, _, ne j, ne 0, hj, hA.mulVec_eigenvectorBasis j,
      hA.mulVec_eigenvectorBasis 0⟩
  -- a single level on an eigenbasis means a multiple of the identity
  have hL : (sigmaField (fun _ => ε) n).mulVecLin ∘ₗ
      (WithLp.linearEquiv 2 ℝ (Fin 5 → ℝ)).toLinearMap =
      hA.eigenvalues 0 • (WithLp.linearEquiv 2 ℝ (Fin 5 → ℝ)).toLinearMap := by
    refine hA.eigenvectorBasis.toBasis.ext fun j => ?_
    rw [OrthonormalBasis.coe_toBasis]
    have h1 := hA.mulVec_eigenvectorBasis j
    rw [hall j] at h1
    exact h1
  refine five_ligands_not_isotropic (fun _ => ε) n hn (by simpa using hε)
    (hA.eigenvalues 0) ?_
  ext i j
  have h2 : (sigmaField (fun _ => ε) n *ᵥ Pi.single j 1) i =
      hA.eigenvalues 0 * (Pi.single j 1 : Fin 5 → ℝ) i :=
    congrFun (LinearMap.congr_fun hL (WithLp.toLp 2 (Pi.single j 1))) i
  simpa [Matrix.one_apply, Pi.single_apply] using h2
```

## Six ligands can leave the shell unsplit

Put one ligand on each of the six fivefold axes of an icosahedron (the lines through opposite vertices), with components $0$, $s$ and $\pm p$.

```lean
/-- Six directions, in pairs in the three coordinate planes, with components `s` and `±p`. -/
def sixAxes (p s : ℝ) : Fin 6 → Fin 3 → ℝ :=
  ![![0, s, p], ![0, s, -p], ![s, p, 0], ![s, -p, 0], ![p, 0, s], ![-p, 0, s]]
```

With $p^2=(5+\sqrt5)/10$ and $s^2=(5-\sqrt5)/10$,
$$p^2+s^2=1,\qquad p^2s^2=\tfrac15,\qquad p^4+s^4=\tfrac35.$$
For unit strengths, the $xy$, $yz$ and $xz$ diagonal entries are each $3\cdot2p^2s^2=6/5$. The $x^2-y^2$ entry is
$$\tfrac34\cdot2\left[s^4+p^4+(s^2-p^2)^2\right]=\tfrac65,$$
and the trace, which is 6, leaves $6/5$ for $z^2$. The entry between $x^2-y^2$ and $z^2$ is proportional to
$$-s^2(3p^2-1)-(s^2-p^2)+p^2(3s^2-1)=0.$$
The other off-diagonal entries vanish term by term or cancel between the $\pm p$ partners. Lean checks all 25 entries directly and obtains $A=\tfrac65\mathbb 1$.

```lean
/-- Six sigma ligands of unit strength, one on each fivefold axis of an icosahedron, give 6/5 times
the identity on the d shell. -/
theorem six_ligands_isotropic :
    (∀ a, sixAxes √((5 + √5) / 10) √((5 - √5) / 10) a ⬝ᵥ
      sixAxes √((5 + √5) / 10) √((5 - √5) / 10) a = 1) ∧
    sigmaField (fun _ => 1) (sixAxes √((5 + √5) / 10) √((5 - √5) / 10)) =
      (6 / 5 : ℝ) • (1 : Matrix (Fin 5) (Fin 5) ℝ) := by
  have h5 : √5 ^ 2 = (5 : ℝ) := Real.sq_sqrt (by norm_num)
  have h0 : 0 ≤ √(5 : ℝ) := Real.sqrt_nonneg 5
  have hp : √((5 + √5) / 10) ^ 2 = (5 + √5) / 10 := Real.sq_sqrt (by positivity)
  have hs : √((5 - √5) / 10) ^ 2 = (5 - √5) / 10 := Real.sq_sqrt (by nlinarith)
  generalize √((5 + √5) / 10) = p at *
  generalize √((5 - √5) / 10) = s at *
  have h1 : p ^ 2 + s ^ 2 = 1 := by rw [hp, hs]; ring
  have h2 : p ^ 2 * s ^ 2 = 1 / 5 := by
    rw [hp, hs]; linear_combination (-1 / 100) * h5
  have h3 : p ^ 4 + s ^ 4 = 3 / 5 := by
    linear_combination (p ^ 2 + s ^ 2 + 1) * h1 - 2 * h2
  have r3 : √3 ^ 2 = (3 : ℝ) := Real.sq_sqrt (by norm_num)
  have h4 : √3 ^ 2 * (p ^ 2 * s ^ 2) = 3 / 5 := by rw [r3, h2]; norm_num
  have h6 : √3 ^ 2 * (p ^ 4 + s ^ 4) = 9 / 5 := by rw [r3, h3]; norm_num
  constructor
  · intro a
    fin_cases a <;> simp [sixAxes, dotProduct, Fin.sum_univ_three] <;> linarith
  · ext i j
    simp only [sigmaField, Matrix.of_apply, Fin.sum_univ_six]
    fin_cases i <;> fin_cases j <;> simp [sixAxes, dAmp] <;> linarith

end

end FiveCoordinateField
```

```lean
#print axioms FiveCoordinateField.five_equal_ligands_split
#print axioms FiveCoordinateField.six_ligands_isotropic
```

```
'FiveCoordinateField.five_equal_ligands_split' depends on axioms: [propext, Classical.choice, Quot.sound]
'FiveCoordinateField.six_ligands_isotropic' depends on axioms: [propext, Classical.choice, Quot.sound]
```
